# Exact energy derivatives from a truncated density matrix stationary on a fixed subspace

Let $H(R)$ and $X(R)$ be real square matrices, differentiable at $R_0$, with $X(R)$ in a fixed linear subspace $S$ for every $R$. If the energy

$$E(X,H)=\operatorname{tr}\big((3X^2-2X^3)H\big)$$

is stationary at $X(R_0)$ under all variations in $S$, with $H=H(R_0)$ held fixed, then

$$\left.\frac{dE}{dR}\right|_{R_0}=\operatorname{tr}\big((3X^2-2X^3)H'\big),$$

where $X=X(R_0)$ and $H'$ is the derivative of $H$ at $R_0$. The derivative of $X$ does not appear. The formula is exact for the truncated energy, which may itself differ from the energy without truncation.

## Band energy with a sparse trial matrix

Here $R$ is a nuclear coordinate, $H$ is the one-electron Hamiltonian matrix in an orthonormal basis, and $X$ is a trial density matrix. The polynomial $P=3X^2-2X^3$ is McWeeny's purification: it leaves eigenvalues 0 and 1 of $X$ unchanged and is flat there. To save work, one sets the elements of $X$ between distant orbitals to zero and looks for a local minimum of $E$ as a function of the remaining ones; being cubic in $X$, $E$ is in general unbounded below. The matrices with a prescribed set of zeros form a linear subspace $S$.

The band-energy part of the force is $-dE/dR$, with at most one electron per orbital; for spin-paired electrons in doubly occupied orbitals, both $E$ and the force are multiplied by 2. For independent electrons and one coordinate at a time, the result says that a force computed after such a minimisation needs no calculation of how the density matrix responds to the displacement.

A chemical potential can be included by reading $H$ as $H-\mu I$. At fixed $\mu$, the band-energy part of the force is still $-dE/dR$. If $\mu$ varies with $R$, its derivative is part of $H'$ and contributes $-\mu'\operatorname{tr}P$ to $dE/dR$; this term does not belong to the force and has to be left out of it.

## The hypotheses as Lean states them

The orbitals are labelled by a finite type `n`, and matrices have type `Matrix n n ℝ`.

- `HasMatrixDerivAt X X' R₀` says that each entry of the path `X` is differentiable at `R₀`, with derivative the corresponding entry of `X'`.
- `purify X` is $P$, and `energy X H` is $E(X,H)$.
- `S` is any real linear subspace of matrices. A sparsity pattern is the special case `sparsity p`, where `p i j` says that entry $(i,j)$ may be nonzero.
- `StationaryOn S X H` says that for every $Y\in S$ the function $t\mapsto E(X+tY,H)$ has derivative zero at $t=0$.

The theorem `exact_force` takes differentiability of both paths, membership of `X R` in `S` for all `R`, and stationarity at `R₀` alone. Its conclusion is that $R\mapsto E(X(R),H(R))$ is differentiable at $R_0$ with derivative $\operatorname{tr}(PH')$.

Neither symmetry nor idempotency is required. For real symmetric matrices, one takes $S$ to be a space of symmetric matrices, and stationarity is then needed only against symmetric variations.

Differentiability of $X(R)$ is assumed, not derived from a minimisation. An overlap matrix, ionic repulsion and double-counting terms are absent from the energy. The matrix $H'$ is the derivative of the matrix elements, so it includes any change caused by basis functions that move with the atoms.

## Separating the response term

Write $X'$ for the derivative of $X$ at $R_0$. The product rule, with the order of factors kept, gives

$$P'=3(X'X+XX')-2(X'X^2+XX'X+X^2X').$$

Since $E=\operatorname{tr}(PH)$, its derivative is $\operatorname{tr}(PH')+\operatorname{tr}(P'H)$. In the second term, cyclicity of the trace moves $X'$ to the front:

$$\operatorname{tr}(XX'H)=\operatorname{tr}(X'HX),\quad
\operatorname{tr}(XX'XH)=\operatorname{tr}(X'XHX),\quad
\operatorname{tr}(X^2X'H)=\operatorname{tr}(X'HX^2).$$

Therefore

$$\frac{dE}{dR}=\operatorname{tr}(PH')+\operatorname{tr}(X'G),\qquad
G=3(XH+HX)-2(X^2H+XHX+HX^2).$$

This holds along any differentiable path. Applied to the line $X+tY$ with $H$ fixed, it shows that the directional derivative of $E$ along $Y$ is $\operatorname{tr}(YG)$. Stationarity on $S$ thus means $\operatorname{tr}(YG)=0$ for all $Y\in S$. The matrix $G$ itself need not vanish.

## The response is an allowed variation

For a sparsity pattern, an entry of $X(R)$ that is zero for all $R$ has zero derivative, so $X'$ has the same pattern. For a general subspace, let $\varphi$ be a linear functional that vanishes on $S$. Then $\varphi(X(R))=0$ for all $R$, and differentiation gives $\varphi(X')=0$. A matrix on which every such functional vanishes belongs to $S$, so $X'\in S$.

Stationarity can now be used with $Y=X'$. It gives $\operatorname{tr}(X'G)=0$, and only $\operatorname{tr}(PH')$ remains.

There is also a converse. Fix $A\in S$ and suppose that $\operatorname{tr}((3A^2-2A^3)H')$ is the correct derivative for every differentiable path in $S$ that passes through $A$ at $R_0$. For any $Y\in S$, the line $A+(R-R_0)Y$ is such a path, with derivative $Y$. Comparison with the general formula gives $\operatorname{tr}(YG)=0$, where $G$ is evaluated at $A$ and $H(R_0)$. Hence $A$ is stationary on $S$.

## Two orbitals with a diagonal density matrix

Let $S$ be the diagonal $2\times2$ matrices, $R_0=0$, and

$$H(R)=\begin{pmatrix}-2+3R&1+R\\1+R&1-R\end{pmatrix},\qquad
X(R)=\begin{pmatrix}1+R&0\\0&2R\end{pmatrix}.$$

At $R=0$ we have $X=X^2=\operatorname{diag}(1,0)$, and the definition of $G$ gives

$$G=3\begin{pmatrix}-4&1\\1&0\end{pmatrix}-2\begin{pmatrix}-6&1\\1&0\end{pmatrix}=\begin{pmatrix}0&1\\1&0\end{pmatrix}.$$

Its diagonal is zero, so $X(0)$ is stationary on $S$. The path is chosen for illustration and is not the result of a minimisation at each $R$: for small $R\ne0$ the matrix $X(R)$ is not stationary on $S$. The theorem assumes stationarity only at $R_0$. The formula predicts $dE/dR=\operatorname{tr}(\operatorname{diag}(1,0)H')=3$. Direct substitution gives

$$E(R)=(1-3R^2-2R^3)(-2+3R)+(12R^2-16R^3)(1-R)=-2+3R+18R^2-33R^3+10R^4,$$

whose derivative at zero is indeed 3, although $X'=\operatorname{diag}(1,2)$ is not zero.

Without truncation, one electron in the lower eigenstate of $H(R)$ has energy derivative $1+4/\sqrt{13}\approx2.11$ at $R=0$. The value 3 is the exact slope of the truncated energy, not an estimate of this other slope with a guaranteed accuracy.

## A path that leaves the pattern

Keep the diagonal subspace and the same $X(0)$, but let $H$ be constant and let the path acquire off-diagonal elements:

$$H=\begin{pmatrix}a&b\\b&c\end{pmatrix},\qquad
X(R)=\begin{pmatrix}1&R\\R&0\end{pmatrix},\qquad b\ne0.$$

The energy at $R=0$ is still stationary on diagonal matrices, and $\operatorname{tr}(PH')=0$ because $H'=0$. However,

$$P(R)=\begin{pmatrix}1-R^2&R-2R^3\\R-2R^3&R^2\end{pmatrix},$$

so $E(R)=a(1-R^2)+cR^2+2b(R-2R^3)$ and $dE/dR=2b$ at zero. The formula fails because $X'$ is no longer an allowed variation. A sparsity pattern that is changed at $R_0$ also violates the assumption of a fixed subspace. If the energy is minimised again in the new pattern, it can even jump, and then it has no derivative there.

## The complete Lean file

```lean
import Mathlib

open Finset

namespace TruncatedDensityMatrixForce

noncomputable section

variable {n : Type*} [Fintype n] [DecidableEq n]

/-- The matrix path `A` has derivative `A'` at `R₀`, entry by entry. -/
def HasMatrixDerivAt (A : ℝ → Matrix n n ℝ) (A' : Matrix n n ℝ) (R₀ : ℝ) : Prop :=
  ∀ i j, HasDerivAt (fun R => A R i j) (A' i j) R₀

/-- The purified density matrix `3X² - 2X³` built from a trial matrix `X`. -/
def purify (X : Matrix n n ℝ) : Matrix n n ℝ := (3 : ℝ) • X ^ 2 - (2 : ℝ) • X ^ 3

/-- The band energy `tr((3X² - 2X³)H)`. -/
def energy (X H : Matrix n n ℝ) : ℝ := (purify X * H).trace

/-- The matrix `3(XH + HX) - 2(X²H + XHX + HX²)`. -/
def energyGradient (X H : Matrix n n ℝ) : Matrix n n ℝ :=
  (3 : ℝ) • (X * H + H * X) - (2 : ℝ) • (X * X * H + X * H * X + H * X * X)

/-- At fixed `H`, the energy has zero derivative at `X` along every direction in `S`. -/
def StationaryOn (S : Submodule ℝ (Matrix n n ℝ)) (X H : Matrix n n ℝ) : Prop :=
  ∀ Y ∈ S, HasDerivAt (fun t : ℝ => energy (X + t • Y) H) 0 0

/-- The matrices whose entries vanish outside the sparsity pattern `p`. -/
def sparsity (p : n → n → Prop) : Submodule ℝ (Matrix n n ℝ) where
  carrier := {M | ∀ i j, ¬ p i j → M i j = 0}
  add_mem' := fun hA hB i j h => by
    rw [Matrix.add_apply, hA i j h, hB i j h, add_zero]
  zero_mem' := fun _ _ _ => rfl
  smul_mem' := fun c A hA i j h => by
    rw [Matrix.smul_apply, hA i j h, smul_zero]

variable {X H : ℝ → Matrix n n ℝ} {X' H' : Matrix n n ℝ} {R₀ : ℝ}
  {S : Submodule ℝ (Matrix n n ℝ)}

omit [DecidableEq n] in
/-- Product rule for matrix paths, with the order of the factors kept. -/
theorem HasMatrixDerivAt.mul (hX : HasMatrixDerivAt X X' R₀) (hH : HasMatrixDerivAt H H' R₀) :
    HasMatrixDerivAt (fun R => X R * H R) (X' * H R₀ + X R₀ * H') R₀ := by
  intro i j
  simp only [Matrix.mul_apply, Matrix.add_apply, ← Finset.sum_add_distrib]
  exact HasDerivAt.fun_sum fun k _ => (hX i k).fun_mul (hH k j)

/-- If a matrix path stays in a linear subspace, so does its derivative. -/
theorem HasMatrixDerivAt.mem (hX : HasMatrixDerivAt X X' R₀) (hS : ∀ R, X R ∈ S) :
    X' ∈ S := by
  -- it suffices to test with linear functionals that vanish on `S`
  rw [← Subspace.forall_mem_dualAnnihilator_apply_eq_zero_iff S X']
  intro φ hφ
  rw [Submodule.mem_dualAnnihilator] at hφ
  have expand : ∀ M : Matrix n n ℝ,
      φ M = ∑ i, ∑ j, M i j * φ (Matrix.single i j 1) := by
    intro M
    conv_lhs => rw [Matrix.matrix_eq_sum_single M]
    simp only [map_sum]
    refine Finset.sum_congr rfl fun i _ => Finset.sum_congr rfl fun j _ => ?_
    have h1 : Matrix.single i j (M i j) = M i j • Matrix.single i j (1 : ℝ) := by
      rw [Matrix.smul_single, smul_eq_mul, mul_one]
    rw [h1, map_smul, smul_eq_mul]
  have h : HasDerivAt (fun R => φ (X R)) (φ X') R₀ := by
    rw [expand X', show (fun R => φ (X R)) =
      fun R => ∑ i, ∑ j, X R i j * φ (Matrix.single i j 1) from funext fun R => expand (X R)]
    exact HasDerivAt.fun_sum fun i _ => HasDerivAt.fun_sum fun j _ => (hX i j).mul_const _
  have h0 : (fun R => φ (X R)) = fun _ => (0 : ℝ) := funext fun R => hφ _ (hS R)
  rw [h0] at h
  exact h.unique (hasDerivAt_const R₀ (0 : ℝ))

/-- Along any differentiable path the energy derivative is the explicit term
`tr((3X² - 2X³)H')` plus the response term `tr(X'G)`, with `G` the energy gradient. -/
theorem hasDerivAt_energy (hX : HasMatrixDerivAt X X' R₀) (hH : HasMatrixDerivAt H H' R₀) :
    HasDerivAt (fun R => energy (X R) (H R))
      ((purify (X R₀) * H').trace + (X' * energyGradient (X R₀) (H R₀)).trace) R₀ := by
  have h2 := hX.mul hX
  have h3 := hX.mul h2
  have hP : HasMatrixDerivAt (fun R => purify (X R))
      ((3 : ℝ) • (X' * X R₀ + X R₀ * X') -
        (2 : ℝ) • (X' * (X R₀ * X R₀) + X R₀ * (X' * X R₀ + X R₀ * X'))) R₀ := by
    intro i j
    simp only [purify, pow_two, pow_three, Matrix.sub_apply, Matrix.smul_apply, smul_eq_mul]
    exact ((h2 i j).const_mul 3).fun_sub ((h3 i j).const_mul 2)
  have hT := HasDerivAt.fun_sum (u := Finset.univ) fun i _ => (hP.mul hH) i i
  refine HasDerivAt.congr_deriv hT ?_
  change Matrix.trace (_ * H R₀ + purify (X R₀) * H') = _
  -- cyclicity of the trace brings `X'` to the front
  have e1 : (X R₀ * (X' * H R₀)).trace = (X' * (H R₀ * X R₀)).trace := by
    rw [Matrix.trace_mul_comm (X R₀)]
    simp only [mul_assoc]
  have e2 : (X R₀ * (X' * (X R₀ * H R₀))).trace = (X' * (X R₀ * (H R₀ * X R₀))).trace := by
    rw [Matrix.trace_mul_comm (X R₀)]
    simp only [mul_assoc]
  have e3 : (X R₀ * (X R₀ * (X' * H R₀))).trace = (X' * (H R₀ * (X R₀ * X R₀))).trace := by
    rw [← mul_assoc (X R₀) (X R₀), Matrix.trace_mul_comm (X R₀ * X R₀)]
    simp only [mul_assoc]
  simp only [energyGradient, sub_mul, add_mul, mul_sub, mul_add, Matrix.smul_mul,
    Matrix.mul_smul, smul_add, mul_assoc, Matrix.trace_add, Matrix.trace_sub,
    Matrix.trace_smul, smul_eq_mul, e1, e2, e3]
  ring

omit [Fintype n] [DecidableEq n] in
/-- The straight path `A + (R - R₀)Y` has derivative `Y` at `R₀`. -/
theorem hasMatrixDerivAt_line (A Y : Matrix n n ℝ) (R₀ : ℝ) :
    HasMatrixDerivAt (fun R => A + (R - R₀) • Y) Y R₀ := by
  intro i j
  simp only [Matrix.add_apply, Matrix.smul_apply, smul_eq_mul]
  have h := (((hasDerivAt_id' R₀).sub_const R₀).mul_const (Y i j)).const_add (A i j)
  simpa only [one_mul] using h

/-- The energy is stationary on `S` exactly when its gradient is trace-orthogonal to `S`. -/
theorem stationaryOn_iff {A B : Matrix n n ℝ} :
    StationaryOn S A B ↔ ∀ Y ∈ S, (Y * energyGradient A B).trace = 0 := by
  have key : ∀ Y : Matrix n n ℝ, HasDerivAt (fun t : ℝ => energy (A + t • Y) B)
      (Y * energyGradient A B).trace 0 := by
    intro Y
    have hB : HasMatrixDerivAt (fun _ => B) 0 0 := fun i j => hasDerivAt_const (0 : ℝ) (B i j)
    simpa using hasDerivAt_energy (hasMatrixDerivAt_line A Y 0) hB
  constructor
  · intro h Y hY
    exact (key Y).unique (h Y hY)
  · intro h Y hY
    exact (key Y).congr_deriv (h Y hY)

/-- If `X(R)` stays in the subspace `S` and the energy is stationary on `S` at `R₀`, the total
derivative of the energy at `R₀` is `tr((3X² - 2X³)H')`. -/
theorem exact_force (hX : HasMatrixDerivAt X X' R₀) (hH : HasMatrixDerivAt H H' R₀)
    (hS : ∀ R, X R ∈ S) (hstat : StationaryOn S (X R₀) (H R₀)) :
    HasDerivAt (fun R => energy (X R) (H R)) (purify (X R₀) * H').trace R₀ := by
  -- the response `X'` is itself an allowed variation
  have h0 := stationaryOn_iff.1 hstat X' (hX.mem hS)
  exact (hasDerivAt_energy hX hH).congr_deriv (by rw [h0, add_zero])

/-- Conversely, if `tr((3X² - 2X³)H')` is the energy derivative for every differentiable path
in `S` through `A`, then the energy is stationary on `S` at `A`. -/
theorem stationary_of_exact_force {A : Matrix n n ℝ} (hA : A ∈ S)
    (hH : HasMatrixDerivAt H H' R₀)
    (hforce : ∀ (Z : ℝ → Matrix n n ℝ) (Z' : Matrix n n ℝ), HasMatrixDerivAt Z Z' R₀ →
      (∀ R, Z R ∈ S) → Z R₀ = A →
      HasDerivAt (fun R => energy (Z R) (H R)) (purify A * H').trace R₀) :
    StationaryOn S A (H R₀) := by
  rw [stationaryOn_iff]
  intro Y hY
  -- compare both expressions for the derivative along a straight path
  have hL := hasMatrixDerivAt_line A Y R₀
  have hZ : A + (R₀ - R₀) • Y = A := by rw [sub_self, zero_smul, add_zero]
  have h1 := hforce _ Y hL (fun R => S.add_mem hA (S.smul_mem _ hY)) hZ
  have h2 := (hasDerivAt_energy hL hH).unique h1
  rw [hZ] at h2
  linarith

/-- For two orbitals with coupling `b ≠ 0`, the matrix `diag(1, 0)` is stationary on the
diagonal sparsity pattern but not on the space of all matrices. -/
theorem stationaryOn_witness (a b c : ℝ) (hb : b ≠ 0) :
    StationaryOn (sparsity fun i j : Fin 2 => i = j) !![1, 0; 0, 0] !![a, b; b, c] ∧
      ¬ StationaryOn ⊤ !![1, 0; 0, 0] !![a, b; b, c] := by
  have hG : energyGradient !![1, 0; 0, 0] !![a, b; b, c] = !![0, b; b, 0] := by
    ext i j
    fin_cases i <;> fin_cases j <;>
      simp [energyGradient] <;> ring
  rw [stationaryOn_iff, stationaryOn_iff, hG]
  constructor
  · intro Y hY
    have h01 : Y 0 1 = 0 := hY 0 1 (by simp)
    have h10 : Y 1 0 = 0 := hY 1 0 (by simp)
    simp [Matrix.trace_fin_two, Matrix.mul_apply, Fin.sum_univ_two, h01, h10]
  · intro h
    -- an off-diagonal variation lowers or raises the energy to first order
    have h1 := h !![0, 1; 0, 0] Submodule.mem_top
    simp [Matrix.trace_fin_two] at h1
    exact hb h1

end

end TruncatedDensityMatrixForce
```

```lean
#print axioms TruncatedDensityMatrixForce.exact_force
#print axioms TruncatedDensityMatrixForce.stationary_of_exact_force
```

```
'TruncatedDensityMatrixForce.exact_force' depends on axioms: [propext, Classical.choice, Quot.sound]
'TruncatedDensityMatrixForce.stationary_of_exact_force' depends on axioms: [propext, Classical.choice, Quot.sound]
```

## How the proof follows the derivation

`HasMatrixDerivAt.mul` is the matrix product rule. It writes each entry of the product as a finite sum and applies the scalar product rule to each term.

`HasMatrixDerivAt.mem` proves $X'\in S$. The first rewrite replaces membership by the test with functionals that vanish on $S$. Because derivatives are defined by entries, the step `expand` writes $\varphi(M)$ as $\sum_{i,j}M_{ij}\,\varphi(E_{ij})$, where $E_{ij}$ has a single entry 1 at position $(i,j)$. This makes $\varphi(X(R))$ a finite sum of differentiable functions, with derivative $\varphi(X')$. The same function is constantly zero, and uniqueness of derivatives gives $\varphi(X')=0$.

`hasDerivAt_energy` is the formula with the explicit and response terms. Inside it, `hP` is the derivative of $P$, and `hT` sums the diagonal entries of the derivative of $PH$. The identities `e1`, `e2` and `e3` are the three cyclic rearrangements above, in the same order. After `simp` has expanded the products, `ring` compares the numerical coefficients of the traces.

`hasMatrixDerivAt_line` differentiates a straight path. In `stationaryOn_iff`, the step `key` inserts this path and a constant Hamiltonian into the energy formula, which yields the directional derivative $\operatorname{tr}(YG)$. Uniqueness of derivatives gives one direction of the equivalence, and substituting zero for the derivative gives the other.

`exact_force` combines these results: `hX.mem hS` supplies $X'\in S$, `h0` states that the response term is zero, and `congr_deriv` removes it from the derivative. In `stationary_of_exact_force`, `h1` is the assumed derivative along the line, and `h2` equates it with the general formula. The tactic `linarith` then isolates $\operatorname{tr}(YG)=0$.

`stationaryOn_witness` treats $X=\operatorname{diag}(1,0)$ with the general two-orbital Hamiltonian of the previous example. An entry-by-entry calculation gives

$$G=\begin{pmatrix}0&b\\b&0\end{pmatrix}.$$

Every diagonal $Y$ has $\operatorname{tr}(YG)=0$, whereas the variation with a single 1 in the upper right corner gives $b\neq0$. The density matrix is therefore stationary on the diagonal pattern but not among all matrices, which shows that the theorem covers cases where truncation really restricts the minimisation.
